# On a straight, evenly spaced path, large L flattens the path variable away from node midpoints and steepens it at them

## Two nodes

Place two nodes at a + u and a + 2u, with u ≠ 0, and give node i the weight exp(−L‖x − a − i u‖²) at configuration x. The path variable s(x) is the weighted mean of i. At x = a + t u, with λ = L‖u‖², the weights are exp(−λ(t − 1)²) and exp(−λ(t − 2)²). If p is the normalised weight of node 2, then

s = 1 + p, p = 1/(1 + exp(−2λ(t − 3/2)))

ds/dt = 2λ p(1 − p)

The factor p(1 − p) is the variance of the index. At t = 3/2 it is 1/4, so the slope is λ/2 and grows with L. At any other fixed t it decays exponentially, faster than λ grows, and the slope tends to 0.

## N nodes

Now take nodes i = 1, …, N, with weights w_i, and write

Z = Σ w_i, s = (Σ i w_i)/Z, V = (Σ (i − s)² w_i)/Z

If v is orthogonal to u, then

‖x + v − a − i u‖² = ‖x − a − i u‖² + 2⟨x − a, v⟩ + ‖v‖²

The added terms do not depend on i. All weights acquire one common factor, which cancels in s.

On the path, x = a + t u, the weights are w_i = exp(−λ(t − i)²) and dw_i/dt = −2λ(t − i)w_i. Since Σ i² w_i = Z(V + s²),

dZ/dt = −2λZ(t − s)

d(sZ)/dt = −2λZ(ts − V − s²)

The quotient rule gives

ds/dt = −2λ(ts − V − s²) + 2λs(t − s) = 2λV

For N ≥ 2 and L > 0 this is positive, because s cannot equal both 1 and 2.

## Growing L at a fixed point

Suppose node m is strictly nearest. Expanding about the mean gives

Σ (i − m)² w_i = Z(V + (s − m)²) ≥ ZV ≥ w_m V

Division by w_m yields

V ≤ Σ (i − m)² exp(−λ[(t − i)² − (t − m)²])

The term i = m vanishes. In every other term the bracket is positive, so the term still tends to 0 after multiplication by 2λ. Hence the slope tends to 0. For 1 < t < N, a strictly nearest node exists unless t is a half-integer.

At t = k + 1/2, with 1 ≤ k and k + 1 ≤ N, nodes k and k + 1 have equal weights. For L ≥ 0 these are the largest, so Z ≤ N w_k. Also

(k − s)² + (k + 1 − s)² = 2(s − k − 1/2)² + 1/2 ≥ 1/2

Therefore V ≥ 1/(2N), and the slope is at least λ/N, which tends to infinity. For N > 2 this bound is not sharp: as L grows the other weights become negligible, V tends to 1/4 and the slope approaches λ/2, as with two nodes.

## Bias forces in a simulation

In biased molecular dynamics, a potential B(s) contributes the force −B′(s)∇s. For this straight path, s does not change under displacements orthogonal to u, so ∇s is parallel to u, and the slope formula then gives ∇s = 2LV u on the path. With two nodes and λ = 10, ds/dt is 5 at the midpoint but about 0.0009 at either node. The same B′(s) thus produces a much weaker force at the nodes than midway between them.

## Reading the Lean statements

`E` is any real inner product space, including Euclidean R^n. `weight` is unnormalised; `pathIndex` is s and `indexVariance` is V, both divided by `totalWeight`, which is Z. The nodes are the natural numbers in `Icc 1 N`.

`hasDerivAt_pathIndex` states differentiability along the path together with the slope formula. The limits take L to infinity at fixed t, N, a and u. In `slope_tendsto_zero_off_midpoints`, the hypothesis `ht` excludes half-integers; integer t is allowed.

The model has collinear, equally spaced nodes and a fixed norm. Curved paths, uneven spacing and distances after optimal alignment of a molecule lie beyond it.

```lean
import Mathlib

open Filter Topology Finset

namespace PathVariableResolution

noncomputable section

variable {E : Type*} [NormedAddCommGroup E] [InnerProductSpace ℝ E]

/-- Unnormalised weight of the node `a + i u` at the configuration `x`; for `L > 0` it is a Gaussian
in the distance between them. -/
def weight (L : ℝ) (a u x : E) (i : ℕ) : ℝ :=
  Real.exp (-L * ‖x - a - (i : ℝ) • u‖ ^ 2)

/-- Sum of the weights of the nodes `1, …, N`. -/
def totalWeight (N : ℕ) (L : ℝ) (a u x : E) : ℝ :=
  ∑ i ∈ Icc 1 N, weight L a u x i

/-- The path collective variable `s(x)`: the weighted mean node index, for `N ≥ 1`. -/
def pathIndex (N : ℕ) (L : ℝ) (a u x : E) : ℝ :=
  (∑ i ∈ Icc 1 N, (i : ℝ) * weight L a u x i) / totalWeight N L a u x

/-- The variance of the node index under the same weights, for `N ≥ 1`. -/
def indexVariance (N : ℕ) (L : ℝ) (a u x : E) : ℝ :=
  (∑ i ∈ Icc 1 N, ((i : ℝ) - pathIndex N L a u x) ^ 2 * weight L a u x i) /
    totalWeight N L a u x

/-- With at least one node the total weight is positive. -/
theorem totalWeight_pos {N : ℕ} (hN : 1 ≤ N) (L : ℝ) (a u x : E) :
    0 < totalWeight N L a u x :=
  Finset.sum_pos (fun _ _ => Real.exp_pos _) ⟨1, Finset.mem_Icc.mpr ⟨le_rfl, hN⟩⟩

/-- The path variable ignores displacements orthogonal to the path direction `u`. -/
theorem pathIndex_add_orthogonal (N : ℕ) (L : ℝ) (a u x v : E) (h : inner ℝ u v = 0) :
    pathIndex N L a u (x + v) = pathIndex N L a u x := by
  -- all weights acquire the same factor
  obtain ⟨c, hc, hw⟩ : ∃ c : ℝ, c ≠ 0 ∧
      ∀ i, weight L a u (x + v) i = c * weight L a u x i := by
    refine ⟨Real.exp (-L * (2 * inner ℝ (x - a) v + ‖v‖ ^ 2)), Real.exp_ne_zero _, ?_⟩
    intro i
    have e : x + v - a - (i : ℝ) • u = (x - a - (i : ℝ) • u) + v := by abel
    unfold weight
    rw [e, norm_add_sq_real, inner_sub_left (x - a), real_inner_smul_left, h,
      ← Real.exp_add]
    congr 1
    ring
  have h1 : ∑ i ∈ Icc 1 N, (i : ℝ) * weight L a u (x + v) i =
      c * ∑ i ∈ Icc 1 N, (i : ℝ) * weight L a u x i := by
    rw [Finset.mul_sum]
    exact Finset.sum_congr rfl fun i _ => by rw [hw]; ring
  have h2 : totalWeight N L a u (x + v) = c * totalWeight N L a u x := by
    unfold totalWeight
    rw [Finset.mul_sum]
    exact Finset.sum_congr rfl fun i _ => hw i
  unfold pathIndex
  rw [h1, h2, mul_div_mul_left _ _ hc]

/-- The unnormalised second moment of the node index about any `c` is the total weight times the sum
of the variance and the squared distance of `c` from the mean, for `N ≥ 1`. -/
theorem second_moment_about {N : ℕ} (hN : 1 ≤ N) (L : ℝ) (a u x : E) (c : ℝ) :
    ∑ i ∈ Icc 1 N, ((i : ℝ) - c) ^ 2 * weight L a u x i =
      totalWeight N L a u x * (indexVariance N L a u x + (pathIndex N L a u x - c) ^ 2) := by
  have hZ := (totalWeight_pos hN L a u x).ne'
  have hS : pathIndex N L a u x * totalWeight N L a u x =
      ∑ i ∈ Icc 1 N, (i : ℝ) * weight L a u x i := div_mul_cancel₀ _ hZ
  have hV : indexVariance N L a u x * totalWeight N L a u x =
      ∑ i ∈ Icc 1 N, ((i : ℝ) - pathIndex N L a u x) ^ 2 * weight L a u x i :=
    div_mul_cancel₀ _ hZ
  have hT : totalWeight N L a u x = ∑ i ∈ Icc 1 N, weight L a u x i := rfl
  generalize pathIndex N L a u x = s at *
  have key : ∑ i ∈ Icc 1 N, ((i : ℝ) - c) ^ 2 * weight L a u x i =
      ∑ i ∈ Icc 1 N, ((i : ℝ) - s) ^ 2 * weight L a u x i
      + 2 * (s - c) * ∑ i ∈ Icc 1 N, (i : ℝ) * weight L a u x i
      + ((s - c) ^ 2 - 2 * (s - c) * s) * ∑ i ∈ Icc 1 N, weight L a u x i := by
    rw [Finset.mul_sum, Finset.mul_sum, ← Finset.sum_add_distrib, ← Finset.sum_add_distrib]
    exact Finset.sum_congr rfl fun i _ => by ring
  rw [key, ← hS, ← hV, ← hT]
  ring

/-- On the path the weight of node `i` is `exp (-L ‖u‖² (t - i)²)`. -/
theorem weight_line (L : ℝ) (a u : E) (t : ℝ) (i : ℕ) :
    weight L a u (a + t • u) i = Real.exp (-(L * ‖u‖ ^ 2) * (t - i) ^ 2) := by
  have e : a + t • u - a - (i : ℝ) • u = (t - i) • u := by module
  rw [weight, e, norm_smul, mul_pow, Real.norm_eq_abs, sq_abs]
  congr 1
  ring

/-- Along the path, `ds/dt` is `2 L ‖u‖²` times the variance of the node index,
for `N ≥ 1`. -/
theorem hasDerivAt_pathIndex {N : ℕ} (hN : 1 ≤ N) (L : ℝ) (a u : E) (t : ℝ) :
    HasDerivAt (fun τ : ℝ => pathIndex N L a u (a + τ • u))
      (2 * L * ‖u‖ ^ 2 * indexVariance N L a u (a + t • u)) t := by
  have hZ := (totalWeight_pos hN L a u (a + t • u)).ne'
  have hS : ∑ i ∈ Icc 1 N, (i : ℝ) * weight L a u (a + t • u) i =
      pathIndex N L a u (a + t • u) * totalWeight N L a u (a + t • u) :=
    (div_mul_cancel₀ _ hZ).symm
  have hw : ∀ i : ℕ, HasDerivAt (fun τ : ℝ => weight L a u (a + τ • u) i)
      (-(2 * (L * ‖u‖ ^ 2)) * (t - i) * weight L a u (a + t • u) i) t := by
    intro i
    simp only [weight_line]
    have h1 : HasDerivAt (fun τ : ℝ => -(L * ‖u‖ ^ 2) * (τ - i) ^ 2)
        (-(L * ‖u‖ ^ 2) * (2 * (t - i))) t :=
      ((((hasDerivAt_id' t).sub_const (i : ℝ)).fun_pow 2).const_mul
        (-(L * ‖u‖ ^ 2))).congr_deriv (by norm_num)
    exact h1.exp.congr_deriv (by ring)
  -- derivatives of the denominator and of the numerator
  have h0 : HasDerivAt (fun τ : ℝ => totalWeight N L a u (a + τ • u))
      (-(2 * (L * ‖u‖ ^ 2)) * (t * totalWeight N L a u (a + t • u) -
        pathIndex N L a u (a + t • u) * totalWeight N L a u (a + t • u))) t := by
    refine (HasDerivAt.fun_sum fun i _ => hw i).congr_deriv ?_
    rw [← hS, totalWeight, Finset.mul_sum, ← Finset.sum_sub_distrib, Finset.mul_sum]
    exact Finset.sum_congr rfl fun i _ => by ring
  have h1 : HasDerivAt (fun τ : ℝ => ∑ i ∈ Icc 1 N, (i : ℝ) * weight L a u (a + τ • u) i)
      (-(2 * (L * ‖u‖ ^ 2)) *
        (t * (pathIndex N L a u (a + t • u) * totalWeight N L a u (a + t • u)) -
        totalWeight N L a u (a + t • u) * (indexVariance N L a u (a + t • u) +
          (pathIndex N L a u (a + t • u) - 0) ^ 2))) t := by
    refine (HasDerivAt.fun_sum fun i _ => (hw i).const_mul (i : ℝ)).congr_deriv ?_
    rw [← hS, ← second_moment_about hN, Finset.mul_sum, ← Finset.sum_sub_distrib,
      Finset.mul_sum]
    exact Finset.sum_congr rfl fun i _ => by ring
  refine (h1.fun_div h0 hZ).congr_deriv ?_
  rw [div_eq_iff (pow_ne_zero 2 hZ), hS]
  ring

/-- With at least two distinct nodes and `L > 0`, the path variable has positive slope
everywhere along the path. -/
theorem slope_pos {N : ℕ} (hN : 2 ≤ N) {L : ℝ} (hL : 0 < L) (a : E) {u : E} (hu : u ≠ 0)
    (t : ℝ) : 0 < deriv (fun τ : ℝ => pathIndex N L a u (a + τ • u)) t := by
  rw [(hasDerivAt_pathIndex (by omega) L a u t).deriv]
  have hV : 0 < indexVariance N L a u (a + t • u) := by
    refine div_pos (Finset.sum_pos'
      (fun i _ => mul_nonneg (sq_nonneg _) (Real.exp_pos _).le) ?_)
      (totalWeight_pos (by omega) L a u _)
    -- the mean cannot coincide with both node 1 and node 2
    by_cases h : ((1 : ℕ) : ℝ) - pathIndex N L a u (a + t • u) = 0
    · refine ⟨2, Finset.mem_Icc.mpr ⟨by omega, hN⟩,
        mul_pos (pow_pos ?_ 2) (Real.exp_pos _)⟩
      push_cast at h ⊢
      linarith
    · exact ⟨1, Finset.mem_Icc.mpr ⟨le_rfl, by omega⟩,
        mul_pos (pow_pos_of_ne h) (Real.exp_pos _)⟩
  have hU : 0 < ‖u‖ ^ 2 := pow_pos (norm_pos_iff.mpr hu) 2
  exact mul_pos (mul_pos (by linarith) hU) hV
where
  pow_pos_of_ne {r : ℝ} (h : r ≠ 0) : 0 < r ^ 2 := by positivity

/-- On the path, for any node `m`, the index variance is at most the sum over the nodes `i` of the
squared index distance from `m` times the weight of `i` relative to that of `m`. -/
theorem variance_le {N m : ℕ} (hm : m ∈ Icc 1 N) (L : ℝ) (a u : E) (t : ℝ) :
    indexVariance N L a u (a + t • u) ≤ ∑ i ∈ Icc 1 N, ((i : ℝ) - m) ^ 2 *
      Real.exp (-(L * ‖u‖ ^ 2) * ((t - i) ^ 2 - (t - m) ^ 2)) := by
  have hN : 1 ≤ N := (Finset.mem_Icc.mp hm).1.trans (Finset.mem_Icc.mp hm).2
  have hwm : 0 < weight L a u (a + t • u) m := Real.exp_pos _
  have hle : weight L a u (a + t • u) m ≤ totalWeight N L a u (a + t • u) :=
    Finset.single_le_sum (f := weight L a u (a + t • u))
      (fun _ _ => (Real.exp_pos _).le) hm
  have hV : 0 ≤ indexVariance N L a u (a + t • u) :=
    div_nonneg (Finset.sum_nonneg fun i _ => mul_nonneg (sq_nonneg _) (Real.exp_pos _).le)
      (totalWeight_pos hN L a u _).le
  refine le_of_mul_le_mul_left ?_ hwm
  calc weight L a u (a + t • u) m * indexVariance N L a u (a + t • u)
      ≤ totalWeight N L a u (a + t • u) * indexVariance N L a u (a + t • u) :=
        mul_le_mul_of_nonneg_right hle hV
    _ ≤ totalWeight N L a u (a + t • u) * (indexVariance N L a u (a + t • u) +
          (pathIndex N L a u (a + t • u) - m) ^ 2) :=
        mul_le_mul_of_nonneg_left (le_add_of_nonneg_right (sq_nonneg _))
          (totalWeight_pos hN L a u _).le
    _ = _ := by
        rw [← second_moment_about hN, Finset.mul_sum]
        refine Finset.sum_congr rfl fun i _ => ?_
        rw [weight_line, weight_line, mul_left_comm, ← Real.exp_add]
        congr 2
        ring

/-- If one node is strictly nearest to the point `a + t u`, the slope of the path variable
there tends to zero as `L` grows. -/
theorem slope_tendsto_zero {N m : ℕ} (hm : m ∈ Icc 1 N) (a : E) {u : E} (hu : u ≠ 0) {t : ℝ}
    (h : ∀ i ∈ Icc 1 N, i ≠ m → |t - m| < |t - i|) :
    Tendsto (fun L : ℝ => deriv (fun τ : ℝ => pathIndex N L a u (a + τ • u)) t)
      atTop (𝓝 0) := by
  have hN : 1 ≤ N := (Finset.mem_Icc.mp hm).1.trans (Finset.mem_Icc.mp hm).2
  have hU : 0 < ‖u‖ ^ 2 := pow_pos (norm_pos_iff.mpr hu) 2
  -- each term of the variance bound, multiplied by `2 L ‖u‖²`, tends to zero
  have hlim : ∀ i ∈ Icc 1 N, Tendsto (fun L : ℝ => 2 * L * ‖u‖ ^ 2 * (((i : ℝ) - m) ^ 2 *
      Real.exp (-(L * ‖u‖ ^ 2) * ((t - i) ^ 2 - (t - m) ^ 2)))) atTop (𝓝 0) := by
    intro i hi
    by_cases him : i = m
    · simp [him]
    have hc : 0 < (t - i) ^ 2 - (t - m) ^ 2 := sub_pos.mpr (sq_lt_sq.mpr (h i hi him))
    generalize (t - (i : ℝ)) ^ 2 - (t - m) ^ 2 = c at hc ⊢
    have h2 : Tendsto (fun L : ℝ => L * (‖u‖ ^ 2 * c)) atTop atTop :=
      tendsto_id.atTop_mul_const (mul_pos hU hc)
    have h3 := ((Real.tendsto_pow_mul_exp_neg_atTop_nhds_zero 1).comp h2).const_mul
      (((i : ℝ) - m) ^ 2 * 2 * c⁻¹)
    rw [mul_zero] at h3
    refine h3.congr fun L => ?_
    have e : -(L * ‖u‖ ^ 2) * c = -(L * (‖u‖ ^ 2 * c)) := by ring
    simp only [Function.comp_apply, pow_one]
    rw [e]
    linear_combination (((i : ℝ) - m) ^ 2 * 2 * L * ‖u‖ ^ 2 *
      Real.exp (-(L * (‖u‖ ^ 2 * c)))) * (inv_mul_cancel₀ hc.ne')
  have hsum := tendsto_finsetSum (Icc 1 N) hlim
  rw [Finset.sum_const_zero] at hsum
  refine squeeze_zero' ?_ ?_ hsum
  · filter_upwards [eventually_ge_atTop (0 : ℝ)] with L hL
    rw [(hasDerivAt_pathIndex hN L a u t).deriv]
    exact mul_nonneg (by positivity) (div_nonneg
      (Finset.sum_nonneg fun i _ => mul_nonneg (sq_nonneg _) (Real.exp_pos _).le)
      (totalWeight_pos hN L a u _).le)
  · filter_upwards [eventually_ge_atTop (0 : ℝ)] with L hL
    rw [(hasDerivAt_pathIndex hN L a u t).deriv, ← Finset.mul_sum]
    exact mul_le_mul_of_nonneg_left (variance_le hm L a u t) (by positivity)

/-- Between the end nodes, at every `t` that is not a half-integer, the slope of the path
variable tends to zero as `L` grows. -/
theorem slope_tendsto_zero_off_midpoints {N : ℕ} (a : E) {u : E} (hu : u ≠ 0) {t : ℝ}
    (h1 : 1 < t) (h2 : t < N) (ht : ∀ k : ℕ, t ≠ k + 1 / 2) :
    Tendsto (fun L : ℝ => deriv (fun τ : ℝ => pathIndex N L a u (a + τ • u)) t)
      atTop (𝓝 0) := by
  -- the nearest node is less than half a spacing away
  obtain ⟨m, hm, hd⟩ : ∃ m ∈ Icc 1 N, |t - (m : ℝ)| < 1 / 2 := by
    have f1 : (⌊t⌋₊ : ℝ) ≤ t := Nat.floor_le (by linarith)
    have f2 : t < ⌊t⌋₊ + 1 := Nat.lt_floor_add_one t
    have f3 : 1 ≤ ⌊t⌋₊ := Nat.le_floor (by push_cast; linarith)
    have f4 : ⌊t⌋₊ < N := by exact_mod_cast f1.trans_lt h2
    rcases lt_or_gt_of_ne (ht ⌊t⌋₊) with h | h
    · exact ⟨⌊t⌋₊, Finset.mem_Icc.mpr ⟨f3, f4.le⟩,
        abs_lt.mpr ⟨by linarith, by linarith⟩⟩
    · refine ⟨⌊t⌋₊ + 1, Finset.mem_Icc.mpr ⟨by omega, f4⟩, abs_lt.mpr ?_⟩
      push_cast
      constructor <;> linarith
  refine slope_tendsto_zero hm a hu fun i _ him => ?_
  have hd' := abs_lt.mp hd
  rcases lt_or_gt_of_ne him with h | h
  · have hi : (i : ℝ) + 1 ≤ m := by exact_mod_cast h
    have := le_abs_self (t - (i : ℝ))
    linarith
  · have hi : (m : ℝ) + 1 ≤ i := by exact_mod_cast h
    have := neg_le_abs (t - (i : ℝ))
    linarith

/-- If `u ≠ 0`, then midway between two neighbouring nodes the slope of the path variable grows
without bound as `L` grows. -/
theorem slope_midpoint_tendsto_atTop {N k : ℕ} (hk : 1 ≤ k) (hkN : k + 1 ≤ N) (a : E) {u : E}
    (hu : u ≠ 0) :
    Tendsto (fun L : ℝ => deriv (fun τ : ℝ => pathIndex N L a u (a + τ • u))
      ((k : ℝ) + 1 / 2)) atTop atTop := by
  have hN : 1 ≤ N := by omega
  have hN0 : (0 : ℝ) < N := by exact_mod_cast hN
  have hU : 0 < ‖u‖ ^ 2 := pow_pos (norm_pos_iff.mpr hu) 2
  have hlin : Tendsto (fun L : ℝ => L * (‖u‖ ^ 2 / N)) atTop atTop :=
    tendsto_id.atTop_mul_const (div_pos hU hN0)
  refine tendsto_atTop_mono' atTop ?_ hlin
  filter_upwards [eventually_ge_atTop (0 : ℝ)] with L hL
  rw [(hasDerivAt_pathIndex hN L a u _).deriv]
  set x := a + ((k : ℝ) + 1 / 2) • u with hx
  have hw : 0 < weight L a u x k := Real.exp_pos _
  have heq : weight L a u x (k + 1) = weight L a u x k := by
    rw [hx, weight_line, weight_line]
    congr 1
    push_cast
    ring
  -- no node outweighs the two nearest ones
  have hmax : ∀ i ∈ Icc 1 N, weight L a u x i ≤ weight L a u x k := by
    intro i _
    rw [hx, weight_line, weight_line]
    refine Real.exp_le_exp.mpr ?_
    have hsq : ((k : ℝ) + 1 / 2 - k) ^ 2 ≤ ((k : ℝ) + 1 / 2 - i) ^ 2 := by
      rcases Nat.lt_or_ge k i with h | h
      · have hi : (k : ℝ) + 1 ≤ i := by exact_mod_cast h
        nlinarith
      · have hi : (i : ℝ) ≤ k := by exact_mod_cast h
        nlinarith
    have := mul_le_mul_of_nonneg_left hsq (mul_nonneg hL hU.le)
    linarith
  have hZ : totalWeight N L a u x ≤ N * weight L a u x k := by
    have := Finset.sum_le_card_nsmul (Icc 1 N) (weight L a u x) _ hmax
    simpa [totalWeight, nsmul_eq_mul] using this
  -- these two nodes alone keep the variance away from zero
  have hpair : weight L a u x k / 2 ≤
      ∑ i ∈ Icc 1 N, ((i : ℝ) - pathIndex N L a u x) ^ 2 * weight L a u x i := by
    have hsub : ({k, k + 1} : Finset ℕ) ⊆ Icc 1 N := by
      intro i hi
      simp only [Finset.mem_insert, Finset.mem_singleton] at hi
      exact Finset.mem_Icc.mpr (by omega)
    refine le_trans ?_ (Finset.sum_le_sum_of_subset_of_nonneg hsub
      fun i _ _ => mul_nonneg (sq_nonneg _) (Real.exp_pos _).le)
    rw [Finset.sum_pair (by omega), heq]
    push_cast
    have := mul_nonneg hw.le (sq_nonneg ((k : ℝ) + 1 / 2 - pathIndex N L a u x))
    linarith
  have hV : 1 / (2 * (N : ℝ)) ≤ indexVariance N L a u x := by
    unfold indexVariance
    rw [div_le_div_iff₀ (by positivity) (totalWeight_pos hN L a u x)]
    have := mul_le_mul_of_nonneg_left hpair hN0.le
    linarith
  calc L * (‖u‖ ^ 2 / N) = 2 * L * ‖u‖ ^ 2 * (1 / (2 * (N : ℝ))) := by field_simp
    _ ≤ _ := mul_le_mul_of_nonneg_left hV (by positivity)

end

end PathVariableResolution
```

```lean
#print axioms PathVariableResolution.slope_pos
#print axioms PathVariableResolution.variance_le
#print axioms PathVariableResolution.slope_tendsto_zero_off_midpoints
#print axioms PathVariableResolution.slope_midpoint_tendsto_atTop
```

```
'PathVariableResolution.slope_pos' depends on axioms: [propext, Classical.choice, Quot.sound]
'PathVariableResolution.variance_le' depends on axioms: [propext, Classical.choice, Quot.sound]
'PathVariableResolution.slope_tendsto_zero_off_midpoints' depends on axioms: [propext, Classical.choice, Quot.sound]
'PathVariableResolution.slope_midpoint_tendsto_atTop' depends on axioms: [propext, Classical.choice, Quot.sound]
```

## From the derivation to the proof

`pathIndex_add_orthogonal` extracts the common factor and cancels it. `second_moment_about` expands the square about s; it serves both the slope formula, with centre 0, and `variance_le`, with centre m. In `hasDerivAt_pathIndex`, `weight_line` writes each weight as exp(−λ(t − i)²), and `fun_div` applies the quotient rule. `slope_pos` splits on whether the mean equals 1; if it does, node 2 supplies the positive term.

`slope_tendsto_zero_off_midpoints` finds the nearest node from the integer part of t, then calls `slope_tendsto_zero`. `slope_midpoint_tendsto_atTop` keeps only the pair k, k + 1 in the variance sum and compares the slope with a linear function of L.

## Inequalities that hold eventually

The limits concern functions of every real L, but for N ≥ 2 the slope is negative when L < 0, so a squeeze between 0 and an upper bound would fail there. `squeeze_zero'` requires its two inequalities only eventually along the filter `atTop`. The line `filter_upwards [eventually_ge_atTop (0 : ℝ)] with L hL` supplies L ≥ 0, and under that assumption both bounds follow. The midpoint theorem uses `tendsto_atTop_mono'` in the same way, with a lower bound that grows.
